# The largest quantum metric generated by a Hermitian operator in finite dimension is a quarter of its squared spectral width

A Hermitian generator \(G\) moves a unit state \(u\) along \(u(\theta)=e^{-i\theta G}u\). If the size of \(G\) is used to limit how fast the state changes, the limit can be far too large. For eigenvalues 10 and 11, the estimate \(\langle u,G^2u\rangle\le 11^2\) gives 121, while the squared speed, once the change of phase is removed, never exceeds \(1/4\). Adding a constant to \(G\) changes only the phase of \(u(\theta)\), so the right limit depends on differences of eigenvalues.

Let \(m\) and \(M\) be the smallest and largest eigenvalues of \(G\) on a finite-dimensional space. With the change of phase removed, the greatest squared speed over unit states is \((M-m)^2/4\), and for \(m<M\) the states that reach it can be listed. For a one-parameter unitary family of pure states in finite dimension, this also limits the quantum Fisher information, which is four times the metric used here.

## Mean, variance and metric

The states live in a complex inner-product space `E`, whose inner product is conjugate-linear in its first argument.

In Lean 4 with Mathlib:

```lean
import Mathlib

open Module

namespace LargestQuantumMetric

noncomputable section

variable {E : Type*} [NormedAddCommGroup E] [InnerProductSpace ℂ E]
```

The mean is \(\mu=\langle u,Gu\rangle\). The definition takes the real part, so that `mean` is a real number for any linear map.

```lean
/-- The real part of `⟨u, G u⟩`. For Hermitian `G` and a unit state `u` this is the expectation
value of `G` in `u`. -/
def mean (G : E →ₗ[ℂ] E) (u : E) : ℝ := (inner ℂ u (G u)).re
```

The variance is \(\operatorname{Var}=\langle u,G^2u\rangle-\mu^2\). Neither definition divides by \(\|u\|^2\), so both have their usual meaning only for unit \(u\).

```lean
/-- The real part of `⟨u, G² u⟩` less the square of `mean G u`. For Hermitian `G` and a unit state
`u` this is the variance of `G` in `u`. -/
def variance (G : E →ₗ[ℂ] E) (u : E) : ℝ :=
  (inner ℂ u (G (G u))).re - mean G u ^ 2
```

A tangent vector \(v\) at \(u\) may contain a part along \(u\), which for a normalised family is a mere change of phase. Removing it leaves the squared length \(\|v\|^2-|\langle u,v\rangle|^2\). What the code calls `metric` is this number for a single tangent vector, a diagonal component of the real part of the quantum geometric tensor.

```lean
/-- The quantum metric of the tangent vector `v` at the unit state `u`: the squared length
of `v` less the part along `u`. -/
def metric (u v : E) : ℝ := ‖v‖ ^ 2 - ‖inner ℂ u v‖ ^ 2
```

The set `levels G` holds the real eigenvalues, without multiplicity. For Hermitian \(G\) these are all the eigenvalues.

```lean
/-- The real eigenvalues of `G`. -/
def levels (G : E →ₗ[ℂ] E) : Set ℝ := {x | End.HasEigenvalue G (x : ℂ)}
```

## The metric of \(-iGu\) is the variance

Two facts are needed. The first is \(\langle x,x\rangle=\|x\|^2\), written as an equation between complex numbers.

```lean
/-- The inner product of a vector with itself is its squared norm. -/
theorem inner_self_real (x : E) : inner ℂ x x = ((‖x‖ ^ 2 : ℝ) : ℂ) := by
  rw [Complex.ofReal_pow]
  exact inner_self_eq_norm_sq_to_K x
```

The second is that \(\mu\) is real. Hermiticity, `G.IsSymmetric`, says \(\langle Gx,y\rangle=\langle x,Gy\rangle\), hence \(\overline{\langle u,Gu\rangle}=\langle Gu,u\rangle=\langle u,Gu\rangle\).

```lean
/-- The expectation value of a Hermitian operator is real. -/
theorem inner_eq_mean {G : E →ₗ[ℂ] E} (hG : G.IsSymmetric) (u : E) :
    inner ℂ u (G u) = (mean G u : ℂ) := by
  have h : (starRingEnd ℂ) (inner ℂ u (G u)) = inner ℂ u (G u) := by
    rw [inner_conj_symm, hG u u]
  exact (Complex.conj_eq_iff_re.mp h).symm
```

The tangent of \(e^{-i\theta G}u\) at \(\theta=0\) is \(v=-iGu\). Then

\[
\|v\|^2=\langle Gu,Gu\rangle=\langle u,G^2u\rangle,\qquad |\langle u,v\rangle|^2=|-i\mu|^2=\mu^2,
\]

and the difference is the variance. It is a mistake to subtract the square of the real part of \(\langle u,v\rangle\) here: the overlap is purely imaginary, so nothing would be subtracted and the result would depend on the zero of \(G\).

The code starts from the vector \(-iGu\). That a physical state has this tangent vector, as it does at \(\theta=0\) when it moves as \(e^{-i\theta G}u\), has to be supplied by the application.

```lean
/-- For Hermitian `G`, the quantum metric of the tangent vector `-i G u` is the variance
of `G` in `u`. -/
theorem metric_eq_variance {G : E →ₗ[ℂ] E} (hG : G.IsSymmetric) (u : E) :
    metric u ((-Complex.I) • G u) = variance G u := by
  unfold metric variance
  rw [← hG u (G u), inner_self_real, Complex.ofReal_re, norm_smul, inner_smul_right,
    inner_eq_mean hG u, norm_mul, norm_neg, Complex.norm_I, one_mul, one_mul,
    Complex.norm_real, Real.norm_eq_abs, sq_abs]
```

## Equal weights at two eigenvalues

For real \(c\) and unit \(u\), expanding the square gives

\[
\|Gu-cu\|^2=\langle u,G^2u\rangle-2c\mu+c^2=\operatorname{Var}+(\mu-c)^2 .
\]

This will later fix the weights of the maximising states.

```lean
/-- For Hermitian `G` and a unit state `u`, the squared residual of the eigenvalue equation
with trial value `c` is the variance plus the squared offset of the mean from `c`. -/
theorem residual_sq {G : E →ₗ[ℂ] E} (hG : G.IsSymmetric) {u : E} (hu : ‖u‖ = 1) (c : ℝ) :
    ‖G u - (c : ℂ) • u‖ ^ 2 = variance G u + (mean G u - c) ^ 2 := by
  have huu : inner ℂ u u = ((1 : ℝ) : ℂ) := by rw [inner_self_real, hu, one_pow]
  have h := congrArg Complex.re (inner_self_real (G u - (c : ℂ) • u))
  rw [Complex.ofReal_re] at h
  rw [← h]
  simp only [inner_sub_left, inner_sub_right, inner_smul_left, inner_smul_right,
    Complex.conj_ofReal]
  rw [hG u (G u), hG u u, inner_eq_mean hG u, huu]
  simp only [variance, Complex.sub_re, Complex.sub_im, Complex.mul_re, Complex.mul_im,
    Complex.ofReal_re, Complex.ofReal_im]
  ring
```

Now take \(Ga=ma\) and \(Gb=Mb\) with \(m\ne M\) and \(\|a\|^2=\|b\|^2=\tfrac12\); in terms of unit eigenvectors, \(a=\hat a/\sqrt2\) and \(b=\hat b/\sqrt2\). Hermiticity gives \((m-M)\langle a,b\rangle=0\), so the two are orthogonal and \(\|a+b\|^2=1\). In the state \(a+b\),

\[
\operatorname{Var}=\frac{m^2+M^2}{2}-\Big(\frac{m+M}{2}\Big)^2=\frac{(M-m)^2}{4}.
\]

The proof follows this order: orthogonality, then the norm, then the variance.

```lean
/-- If `a` and `b` are eigenvectors of a Hermitian `G` with distinct real eigenvalues `m`
and `M`, each of squared norm one half, then `a + b` is a unit state of variance
`(M - m)² / 4`. -/
theorem equal_superposition {G : E →ₗ[ℂ] E} (hG : G.IsSymmetric) {m M : ℝ} (hne : m ≠ M)
    {a b : E} (ha : G a = (m : ℂ) • a) (hb : G b = (M : ℂ) • b)
    (na : ‖a‖ ^ 2 = 1 / 2) (nb : ‖b‖ ^ 2 = 1 / 2) :
    ‖a + b‖ = 1 ∧ variance G (a + b) = (M - m) ^ 2 / 4 := by
  -- eigenvectors of different eigenvalues are orthogonal
  have hab : inner ℂ a b = 0 := by
    have h := hG a b
    rw [ha, hb, inner_smul_left, inner_smul_right, Complex.conj_ofReal] at h
    have h2 : ((m : ℂ) - M) * inner ℂ a b = 0 := by linear_combination h
    rcases mul_eq_zero.mp h2 with h3 | h3
    · exact absurd (Complex.ofReal_injective (sub_eq_zero.mp h3)) hne
    · exact h3
  have hba : inner ℂ b a = 0 := by rw [← inner_conj_symm, hab, map_zero]
  have haa : inner ℂ a a = ((1 / 2 : ℝ) : ℂ) := by rw [inner_self_real, na]
  have hbb : inner ℂ b b = ((1 / 2 : ℝ) : ℂ) := by rw [inner_self_real, nb]
  constructor
  · have h := congrArg Complex.re (inner_self_real (a + b))
    rw [inner_add_left, inner_add_right, inner_add_right, hab, hba, haa, hbb] at h
    simp only [Complex.add_re, Complex.ofReal_re, Complex.zero_re] at h
    exact (sq_eq_sq₀ (norm_nonneg _) zero_le_one).mp (by linarith)
  · simp only [variance, mean, map_add, map_smul, ha, hb, inner_add_left, inner_add_right,
      inner_smul_right, hab, hba, haa, hbb, Complex.add_re, Complex.mul_re, Complex.mul_im,
      Complex.ofReal_re, Complex.ofReal_im, Complex.zero_re]
    ring
```

## The upper bound from the eigenbasis

From here on `E` has finite dimension \(d\), and \(G\) has an orthonormal eigenbasis \(e_i\) with eigenvalues \(\lambda_i\), \(i=0,\dots,d-1\), repeated according to multiplicity. Moving \(G\) to the left gives \(\langle e_i,Gx\rangle=\lambda_i\langle e_i,x\rangle\).

```lean
variable [FiniteDimensional ℂ E]

/-- In the eigenbasis of a Hermitian `G`, applying `G` multiplies each amplitude by its
eigenvalue. -/
theorem amplitude_apply {G : E →ₗ[ℂ] E} (hG : G.IsSymmetric) (x : E)
    (i : Fin (finrank ℂ E)) :
    inner ℂ (hG.eigenvectorBasis rfl i) (G x) =
      (hG.eigenvalues rfl i : ℂ) * inner ℂ (hG.eigenvectorBasis rfl i) x := by
  have e : G (hG.eigenvectorBasis rfl i) =
      ((hG.eigenvalues rfl i : ℝ) : ℂ) • hG.eigenvectorBasis rfl i :=
    hG.apply_eigenvectorBasis rfl i
  rw [← hG (hG.eigenvectorBasis rfl i) x, e, inner_smul_left, Complex.conj_ofReal]
```

Consider the inner product \(\langle Gu-mu,\,Mu-Gu\rangle\). Direct expansion gives

\[
M\mu-\langle u,G^2u\rangle-mM+m\mu=(M-\mu)(\mu-m)-\operatorname{Var},
\]

while expansion in the eigenbasis gives

\[
\sum_i(\lambda_i-m)(M-\lambda_i)\,|\langle e_i,u\rangle|^2 .
\]

The `trans` step in the proof inserts this inner product between the two sides. The identity holds for any real \(m\) and \(M\).

```lean
/-- For Hermitian `G`, a unit state `u` and real `m`, `M`, the variance differs from
`(M - mean) (mean - m)` by a sum over the eigenbasis weighted with the populations of `u`. -/
theorem variance_defect {G : E →ₗ[ℂ] E} (hG : G.IsSymmetric) {u : E} (hu : ‖u‖ = 1)
    (m M : ℝ) :
    (M - mean G u) * (mean G u - m) - variance G u =
      ∑ i : Fin (finrank ℂ E), (hG.eigenvalues rfl i - m) * (M - hG.eigenvalues rfl i) *
        ‖inner ℂ (hG.eigenvectorBasis rfl i) u‖ ^ 2 := by
  have huu : inner ℂ u u = ((1 : ℝ) : ℂ) := by rw [inner_self_real, hu, one_pow]
  -- both sides are the real part of one inner product
  trans (inner ℂ (G u - (m : ℂ) • u) ((M : ℂ) • u - G u)).re
  · simp only [inner_sub_left, inner_sub_right, inner_smul_left, inner_smul_right,
      Complex.conj_ofReal]
    rw [hG u (G u), hG u u, inner_eq_mean hG u, huu]
    simp only [variance, Complex.sub_re, Complex.sub_im, Complex.mul_re, Complex.mul_im,
      Complex.ofReal_re, Complex.ofReal_im]
    ring
  · rw [← (hG.eigenvectorBasis rfl).sum_inner_mul_inner, Complex.re_sum]
    refine Finset.sum_congr rfl fun i _ => ?_
    rw [← inner_conj_symm (G u - (m : ℂ) • u), inner_sub_right, inner_sub_right,
      inner_smul_right, inner_smul_right, amplitude_apply hG, ← Complex.normSq_eq_norm_sq,
      Complex.normSq_apply]
    simp only [map_sub, map_mul, Complex.conj_ofReal, Complex.sub_re, Complex.sub_im,
      Complex.mul_re, Complex.mul_im, Complex.ofReal_re, Complex.ofReal_im,
      Complex.conj_re, Complex.conj_im]
    ring
```

If \(m\) and \(M\) are the extreme eigenvalues, every term is nonnegative, so \(\operatorname{Var}\le(M-\mu)(\mu-m)\).

```lean
/-- For Hermitian `G` with smallest eigenvalue `m` and largest eigenvalue `M`, the variance
in a unit state is at most `(M - mean) (mean - m)`. -/
theorem variance_le_product {G : E →ₗ[ℂ] E} (hG : G.IsSymmetric) {m M : ℝ}
    (hm : IsLeast (levels G) m) (hM : IsGreatest (levels G) M) {u : E} (hu : ‖u‖ = 1) :
    variance G u ≤ (M - mean G u) * (mean G u - m) := by
  rw [← sub_nonneg, variance_defect hG hu m M]
  refine Finset.sum_nonneg fun i _ => ?_
  have h1 := hm.2 (hG.hasEigenvalue_eigenvalues rfl i)
  have h2 := hM.2 (hG.hasEigenvalue_eigenvalues rfl i)
  exact mul_nonneg (mul_nonneg (sub_nonneg.mpr h1) (sub_nonneg.mpr h2)) (sq_nonneg _)
```

Completing the square removes the mean:

\[
(M-\mu)(\mu-m)=\frac{(M-m)^2}{4}-\Big(\mu-\frac{m+M}{2}\Big)^2\le\frac{(M-m)^2}{4}.
\]

In the code, `nlinarith` does this with the square of \(2\mu-m-M\). The bound is attained by the equal-weight state above or, if \(m=M\), by any unit eigenvector, with variance zero. The auxiliary fact `scaled` rescales eigenvectors to the norms required.

In the statement, `IsLeast (levels G) m` and `IsGreatest (levels G) M` say that \(m\) and \(M\) are the extreme eigenvalues. The conclusion says that \((M-m)^2/4\) is the greatest element of the set of variances of unit states, and likewise of the set of metrics of \(-iGu\).

```lean
/-- For Hermitian `G` with smallest eigenvalue `m` and largest eigenvalue `M`, the greatest
variance over unit states, and the greatest quantum metric of the tangent vectors `-i G u`,
is `(M - m)² / 4`. -/
theorem largest_metric {G : E →ₗ[ℂ] E} (hG : G.IsSymmetric) {m M : ℝ}
    (hm : IsLeast (levels G) m) (hM : IsGreatest (levels G) M) :
    IsGreatest (variance G '' {u | ‖u‖ = 1}) ((M - m) ^ 2 / 4) ∧
    IsGreatest ((fun u => metric u ((-Complex.I) • G u)) '' {u | ‖u‖ = 1})
      ((M - m) ^ 2 / 4) := by
  -- eigenvectors can be given any norm
  have scaled : ∀ x ∈ levels G, ∀ r : ℝ, 0 ≤ r → ∃ a, G a = (x : ℂ) • a ∧ ‖a‖ = r := by
    intro x hx r hr
    have hx' : End.HasEigenvalue G (x : ℂ) := hx
    obtain ⟨a, ha⟩ := hx'.exists_hasEigenvector
    have hpos : ‖a‖ ≠ 0 := norm_ne_zero_iff.mpr ha.2
    refine ⟨((r / ‖a‖ : ℝ) : ℂ) • a, ?_, ?_⟩
    · rw [map_smul, ha.apply_eq_smul, smul_comm]
    · rw [norm_smul, Complex.norm_real, Real.norm_of_nonneg (by positivity),
        div_mul_cancel₀ _ hpos]
  have key : IsGreatest (variance G '' {u | ‖u‖ = 1}) ((M - m) ^ 2 / 4) := by
    constructor
    · rcases eq_or_ne m M with rfl | hne
      · obtain ⟨a, ha, na⟩ := scaled m hm.1 1 zero_le_one
        have haa : inner ℂ a a = ((1 : ℝ) : ℂ) := by rw [inner_self_real, na, one_pow]
        refine ⟨a, na, ?_⟩
        simp only [variance, mean, map_smul, ha, inner_smul_right, haa, Complex.mul_re,
          Complex.mul_im, Complex.ofReal_re, Complex.ofReal_im]
        ring
      · obtain ⟨a, ha, na⟩ := scaled m hm.1 (√(1 / 2)) (Real.sqrt_nonneg _)
        obtain ⟨b, hb, nb⟩ := scaled M hM.1 (√(1 / 2)) (Real.sqrt_nonneg _)
        have hs : √(1 / 2 : ℝ) ^ 2 = 1 / 2 := Real.sq_sqrt (by norm_num)
        have h := equal_superposition hG hne ha hb (by rw [na, hs]) (by rw [nb, hs])
        exact ⟨a + b, h.1, h.2⟩
    · rintro _ ⟨u, hu, rfl⟩
      have h := variance_le_product hG hm hM hu
      nlinarith [sq_nonneg (2 * mean G u - m - M)]
  exact ⟨key, by simpa only [metric_eq_variance hG] using key⟩
```

Real eigenvalues alone do not suffice. On \(\mathbb C^2\) with orthonormal basis \(f_1,f_2\), let \(Gf_1=0\) and \(Gf_2=f_1\). The only eigenvalue is 0, so the formula would give 0, yet at \(u=f_2\) the vector \(-iGu=-if_1\) has metric 1.

## The states that reach the maximum

Let \(m<M\) and suppose that a unit state \(u\) has variance \((M-m)^2/4\). Both inequalities are then equalities. The second gives \(\mu=(m+M)/2\). The first makes every term of the sum vanish, so \(u\) has no amplitude at eigenvalues strictly between \(m\) and \(M\), and

\[
G^2u-(m+M)Gu+mMu=0 .
\]

This is `hw`, proved amplitude by amplitude. Define

\[
a=\frac{Mu-Gu}{M-m},\qquad b=\frac{Gu-mu}{M-m}.
\]

Clearly \(a+b=u\), and the quadratic equation gives \(Ga=ma\) and \(Gb=Mb\). The residual identity with \(c=M\) yields

\[
\|a\|^2=\frac{1}{(M-m)^2}\left[\frac{(M-m)^2}{4}+\frac{(M-m)^2}{4}\right]=\frac12,
\]

and \(c=m\) gives the same for \(b\). In the code, `k` stands for \(1/(M-m)\). The reverse direction is the equal-weight computation.

The maximisers are thus the states \((\hat a+\hat b)/\sqrt2\) with unit eigenvectors \(\hat a\) at \(m\) and \(\hat b\) at \(M\). Their relative phase is free, and so is the choice of vector within a degenerate extreme eigenspace.

```lean
/-- For Hermitian `G` with smallest eigenvalue `m` below its largest eigenvalue `M`, a unit
state has variance `(M - m)² / 4` exactly when it is a sum of an eigenvector at `m` and one
at `M`, each of squared norm one half. -/
theorem maximal_iff {G : E →ₗ[ℂ] E} (hG : G.IsSymmetric) {m M : ℝ}
    (hm : IsLeast (levels G) m) (hM : IsGreatest (levels G) M) (hlt : m < M)
    {u : E} (hu : ‖u‖ = 1) :
    variance G u = (M - m) ^ 2 / 4 ↔ ∃ a b, G a = (m : ℂ) • a ∧ G b = (M : ℂ) • b ∧
      ‖a‖ ^ 2 = 1 / 2 ∧ ‖b‖ ^ 2 = 1 / 2 ∧ u = a + b := by
  constructor
  · intro hv
    have hle := variance_le_product hG hm hM hu
    have hsq : (mean G u - (m + M) / 2) ^ 2 = 0 :=
      le_antisymm (by nlinarith) (sq_nonneg _)
    have hμ : mean G u = (m + M) / 2 := sub_eq_zero.mp (pow_eq_zero_iff two_ne_zero |>.mp hsq)
    -- saturation empties every level strictly between `m` and `M`
    have hsum := variance_defect hG hu m M
    rw [hv, hμ, show (M - (m + M) / 2) * ((m + M) / 2 - m) - (M - m) ^ 2 / 4 = 0 by ring]
      at hsum
    have hterm := (Finset.sum_eq_zero_iff_of_nonneg (fun i _ =>
      mul_nonneg (mul_nonneg
        (sub_nonneg.mpr (hm.2 (hG.hasEigenvalue_eigenvalues rfl i)))
        (sub_nonneg.mpr (hM.2 (hG.hasEigenvalue_eigenvalues rfl i))))
        (sq_nonneg _))).mp hsum.symm
    have hw : G (G u) - ((m : ℂ) + M) • G u + ((m : ℂ) * M) • u = 0 := by
      rw [← inner_self_eq_zero (𝕜 := ℂ), ← (hG.eigenvectorBasis rfl).sum_inner_mul_inner]
      refine Finset.sum_eq_zero fun i hi => mul_eq_zero_of_right _ ?_
      rw [inner_add_right, inner_sub_right, inner_smul_right, inner_smul_right,
        amplitude_apply hG, amplitude_apply hG]
      rcases mul_eq_zero.mp (hterm i hi) with h | h
      · have hc : ((hG.eigenvalues rfl i : ℂ) - m) * (M - (hG.eigenvalues rfl i : ℂ)) = 0 := by
          exact_mod_cast h
        linear_combination (-inner ℂ (hG.eigenvectorBasis rfl i) u) * hc
      · have hz := norm_eq_zero.mp (pow_eq_zero_iff two_ne_zero |>.mp h)
        rw [hz]
        ring
    have hGG : G (G u) = ((m : ℂ) + M) • G u - ((m : ℂ) * M) • u := by
      rw [← sub_eq_zero, ← hw]
      module
    -- split `u` into its two extremal components
    obtain ⟨k, hk⟩ : ∃ k : ℝ, k * (M - m) = 1 :=
      ⟨(M - m)⁻¹, inv_mul_cancel₀ (sub_pos.mpr hlt).ne'⟩
    have hkc : (k : ℂ) * ((M : ℂ) - m) = 1 := by exact_mod_cast hk
    refine ⟨(k : ℂ) • ((M : ℂ) • u - G u), (k : ℂ) • (G u - (m : ℂ) • u), ?_, ?_, ?_, ?_, ?_⟩
    · simp only [map_smul, map_sub]
      rw [hGG]
      module
    · simp only [map_smul, map_sub]
      rw [hGG]
      module
    · rw [norm_smul, mul_pow, norm_sub_rev, residual_sq hG hu, Complex.norm_real,
        Real.norm_eq_abs, sq_abs, hv, hμ]
      linear_combination ((k * (M - m) + 1) / 2) * hk
    · rw [norm_smul, mul_pow, residual_sq hG hu, Complex.norm_real,
        Real.norm_eq_abs, sq_abs, hv, hμ]
      linear_combination ((k * (M - m) + 1) / 2) * hk
    · have h : (k : ℂ) • ((M : ℂ) • u - G u) + (k : ℂ) • (G u - (m : ℂ) • u) =
          ((k : ℂ) * ((M : ℂ) - m)) • u := by module
      rw [h, hkc, one_smul]
  · rintro ⟨a, b, ha, hb, na, nb, rfl⟩
    exact (equal_superposition hG hlt.ne ha hb na nb).2

end

end LargestQuantumMetric
```

```lean
#print axioms LargestQuantumMetric.largest_metric
#print axioms LargestQuantumMetric.maximal_iff
```

```
'LargestQuantumMetric.largest_metric' depends on axioms: [propext, Classical.choice, Quot.sound]
'LargestQuantumMetric.maximal_iff' depends on axioms: [propext, Classical.choice, Quot.sound]
```
